# Every real orthogonal matrix of determinant 1 in odd dimension fixes a nonzero vector

If some rotation of three-dimensional space left no direction unchanged, an axis and an angle could not describe it. No such rotation exists: a real orthogonal matrix of determinant 1 in odd dimension always fixes a nonzero vector, whereas in the plane it need not.

```lean
import Mathlib

open Matrix

namespace EulerAxis

variable {n : Type*} [Fintype n] [DecidableEq n]

/-- An orthogonal matrix preserves the dot product of any two real vectors. -/
theorem dot_preserved {Q : Matrix n n ℝ} (hQ : Qᵀ * Q = 1) (u v : n → ℝ) :
    (Q *ᵥ u) ⬝ᵥ (Q *ᵥ v) = u ⬝ᵥ v := by
  rw [Matrix.dotProduct_mulVec, ← Matrix.mulVec_transpose, Matrix.mulVec_mulVec, hQ,
    Matrix.one_mulVec]

/-- An orthogonal matrix of determinant -1 reverses some nonzero real vector. -/
theorem exists_reversed {Q : Matrix n n ℝ} (hQ : Qᵀ * Q = 1) (hdet : Q.det = -1) :
    ∃ v : n → ℝ, v ≠ 0 ∧ Q *ᵥ v = -v := by
  have h : Qᵀ * (1 + Q) = (1 + Q)ᵀ := by
    rw [Matrix.mul_add, hQ, Matrix.mul_one, Matrix.transpose_add, Matrix.transpose_one,
      add_comm]
  -- taking determinants gives det Q * det (1 + Q) = det (1 + Q)
  have h2 := congrArg Matrix.det h
  rw [Matrix.det_mul, Matrix.det_transpose, Matrix.det_transpose, hdet] at h2
  have hd : (1 + Q).det = 0 := by linarith
  obtain ⟨v, hv, h0⟩ := Matrix.exists_mulVec_eq_zero_iff.mpr hd
  rw [Matrix.add_mulVec, Matrix.one_mulVec] at h0
  exact ⟨v, hv, eq_neg_of_add_eq_zero_right h0⟩

/-- In dimension `d`, an orthogonal matrix whose determinant is `-(-1)^d` leaves some nonzero
real vector unchanged. -/
theorem exists_fixed {Q : Matrix n n ℝ} (hQ : Qᵀ * Q = 1)
    (hdet : Q.det = -(-1) ^ Fintype.card n) :
    ∃ v : n → ℝ, v ≠ 0 ∧ Q *ᵥ v = v := by
  have h : Qᵀ * (1 - Q) = -(1 - Q)ᵀ := by
    rw [Matrix.mul_sub, hQ, Matrix.mul_one, Matrix.transpose_sub, Matrix.transpose_one,
      neg_sub]
  -- taking determinants gives det Q * det (1 - Q) = (-1)^d * det (1 - Q)
  have h2 := congrArg Matrix.det h
  rw [Matrix.det_mul, Matrix.det_transpose, Matrix.det_neg, Matrix.det_transpose, hdet] at h2
  have h3 : (-1 : ℝ) ^ Fintype.card n * (1 - Q).det = 0 := by linarith
  have hs : (-1 : ℝ) ^ Fintype.card n ≠ 0 := pow_ne_zero _ (by norm_num)
  have hd : (1 - Q).det = 0 := (mul_eq_zero.mp h3).resolve_left hs
  obtain ⟨v, hv, h0⟩ := Matrix.exists_mulVec_eq_zero_iff.mpr hd
  rw [Matrix.sub_mulVec, Matrix.one_mulVec, sub_eq_zero] at h0
  exact ⟨v, hv, h0.symm⟩

/-- In odd dimension, an orthogonal matrix of determinant 1 leaves some nonzero real vector
unchanged. -/
theorem exists_fixed_of_odd {Q : Matrix n n ℝ} (hQ : Qᵀ * Q = 1) (hdet : Q.det = 1)
    (hn : Odd (Fintype.card n)) : ∃ v : n → ℝ, v ≠ 0 ∧ Q *ᵥ v = v :=
  exists_fixed hQ (by rw [hdet, hn.neg_one_pow, neg_neg])

/-- In even dimension, an orthogonal matrix of determinant -1 leaves some nonzero real vector
unchanged and reverses another. -/
theorem exists_fixed_and_reversed_of_even {Q : Matrix n n ℝ} (hQ : Qᵀ * Q = 1)
    (hdet : Q.det = -1) (hn : Even (Fintype.card n)) :
    (∃ v : n → ℝ, v ≠ 0 ∧ Q *ᵥ v = v) ∧ (∃ w : n → ℝ, w ≠ 0 ∧ Q *ᵥ w = -w) :=
  ⟨exists_fixed hQ (by rw [hdet, hn.neg_one_pow]), exists_reversed hQ hdet⟩

/-- Euler axis theorem: a proper rotation of three-dimensional space has a unit vector that it
leaves unchanged, and it maps the plane perpendicular to that vector into itself. -/
theorem euler_axis {Q : Matrix (Fin 3) (Fin 3) ℝ} (hQ : Qᵀ * Q = 1) (hdet : Q.det = 1) :
    ∃ u : Fin 3 → ℝ, u ⬝ᵥ u = 1 ∧ Q *ᵥ u = u ∧
      ∀ w : Fin 3 → ℝ, u ⬝ᵥ w = 0 → u ⬝ᵥ (Q *ᵥ w) = 0 := by
  obtain ⟨v, hv, hfix⟩ := exists_fixed_of_odd hQ hdet (by rw [Fintype.card_fin]; decide)
  have hnonneg : 0 ≤ v ⬝ᵥ v := Finset.sum_nonneg fun i _ => mul_self_nonneg (v i)
  have hne : v ⬝ᵥ v ≠ 0 := fun h => hv (dotProduct_self_eq_zero.mp h)
  -- r is the length of the fixed vector
  obtain ⟨r, hs⟩ : ∃ r : ℝ, r * r = v ⬝ᵥ v := ⟨_, Real.mul_self_sqrt hnonneg⟩
  have hr : r ≠ 0 := by
    rintro rfl
    exact hne (by rw [← hs, mul_zero])
  have hu : Q *ᵥ (r⁻¹ • v) = r⁻¹ • v := by rw [Matrix.mulVec_smul, hfix]
  refine ⟨r⁻¹ • v, ?_, hu, fun w hw => ?_⟩
  · rw [smul_dotProduct, dotProduct_smul, smul_eq_mul, smul_eq_mul, ← hs]
    field_simp
  · have h := dot_preserved hQ (r⁻¹ • v) w
    rw [hu, hw] at h
    exact h

/-- The exponential of a real antisymmetric matrix is orthogonal and has determinant 1. -/
theorem exp_antisymmetric {K : Matrix n n ℝ} (hK : Kᵀ = -K) :
    (NormedSpace.exp K)ᵀ * NormedSpace.exp K = 1 ∧ (NormedSpace.exp K).det = 1 := by
  have orth : ∀ A : Matrix n n ℝ, Aᵀ = -A →
      (NormedSpace.exp A)ᵀ * NormedSpace.exp A = 1 := by
    intro A hA
    rw [← Matrix.exp_transpose, hA,
      ← Matrix.exp_add_of_commute (-A) A (Commute.neg_left (Commute.refl A)),
      neg_add_cancel, NormedSpace.exp_zero]
  refine ⟨orth K hK, ?_⟩
  -- the rotation is the square of the half rotation, whose determinant squares to 1
  have hhalf : ((1 / 2 : ℝ) • K)ᵀ = -((1 / 2 : ℝ) • K) := by
    rw [Matrix.transpose_smul, hK, smul_neg]
  have hsum : K = (1 / 2 : ℝ) • K + (1 / 2 : ℝ) • K := by module
  have hd := congrArg Matrix.det (orth _ hhalf)
  rw [Matrix.det_mul, Matrix.det_transpose, Matrix.det_one] at hd
  rw [hsum, Matrix.exp_add_of_commute _ _ (Commute.refl _), Matrix.det_mul]
  exact hd

/-- An orbital rotation `exp K`, with `K` real and antisymmetric, among an odd number of
orbitals leaves some nonzero real combination of them unchanged. -/
theorem orbital_rotation_fixes {K : Matrix n n ℝ} (hK : Kᵀ = -K)
    (hn : Odd (Fintype.card n)) :
    ∃ v : n → ℝ, v ≠ 0 ∧ NormedSpace.exp K *ᵥ v = v :=
  exists_fixed_of_odd (exp_antisymmetric hK).1 (exp_antisymmetric hK).2 hn

/-- The rotation of the plane by the angle `θ`. -/
noncomputable def planeRotation (θ : ℝ) : Matrix (Fin 2) (Fin 2) ℝ :=
  !![Real.cos θ, -Real.sin θ; Real.sin θ, Real.cos θ]

/-- A plane rotation with `cos θ ≠ 1` is orthogonal with determinant 1, and the only vector it
leaves unchanged is zero. -/
theorem planeRotation_no_axis {θ : ℝ} (hθ : Real.cos θ ≠ 1) :
    (planeRotation θ)ᵀ * planeRotation θ = 1 ∧ (planeRotation θ).det = 1 ∧
      ∀ v : Fin 2 → ℝ, planeRotation θ *ᵥ v = v → v = 0 := by
  have hsc := Real.sin_sq_add_cos_sq θ
  refine ⟨?_, ?_, fun v hv => ?_⟩
  · ext i j
    fin_cases i <;> fin_cases j <;>
      simp [planeRotation, Matrix.mul_apply, Fin.sum_univ_two] <;> nlinarith
  · rw [planeRotation, Matrix.det_fin_two_of]
    linear_combination hsc
  · have h0 : Real.cos θ * v 0 - Real.sin θ * v 1 = v 0 := by
      have h := congrFun hv 0
      simp [planeRotation, Matrix.mulVec, dotProduct, Fin.sum_univ_two] at h
      linarith
    have h1 : Real.sin θ * v 0 + Real.cos θ * v 1 = v 1 := by
      have h := congrFun hv 1
      simp [planeRotation, Matrix.mulVec, dotProduct, Fin.sum_univ_two] at h
      linarith
    have hk : 2 - 2 * Real.cos θ ≠ 0 := fun h => hθ (by linarith)
    -- eliminate one component at a time
    have hx : (2 - 2 * Real.cos θ) * v 0 = 0 := by
      linear_combination (Real.cos θ - 1) * h0 + Real.sin θ * h1 - v 0 * hsc
    have hy : (2 - 2 * Real.cos θ) * v 1 = 0 := by
      linear_combination (-Real.sin θ) * h0 + (Real.cos θ - 1) * h1 - v 1 * hsc
    ext i
    fin_cases i
    · exact (mul_eq_zero.mp hx).resolve_left hk
    · exact (mul_eq_zero.mp hy).resolve_left hk

end EulerAxis
```

```lean
#print axioms EulerAxis.exists_fixed_of_odd
#print axioms EulerAxis.euler_axis
#print axioms EulerAxis.orbital_rotation_fixes
#print axioms EulerAxis.planeRotation_no_axis
```

```
'EulerAxis.exists_fixed_of_odd' depends on axioms: [propext, Classical.choice, Quot.sound]
'EulerAxis.euler_axis' depends on axioms: [propext, Classical.choice, Quot.sound]
'EulerAxis.orbital_rotation_fixes' depends on axioms: [propext, Classical.choice, Quot.sound]
'EulerAxis.planeRotation_no_axis' depends on axioms: [propext, Classical.choice, Quot.sound]
```

## Rotations, reflections and orbital coefficients

The matrix $Q$ is real and square, with rows and columns labelled by a finite type `n`. Its dimension $d$ is `Fintype.card n`. The hypothesis `Qᵀ * Q = 1` says that $Q$ is orthogonal, `Q *ᵥ v` is the matrix acting on a column vector, and `⬝ᵥ` is the ordinary dot product. Eigenvectors appear explicitly: a real $v \neq 0$ with $Qv = v$ has eigenvalue 1, and one with $Qv = -v$ has eigenvalue $-1$.

In these terms the theorems say the following.

- If $\det Q = -1$, some nonzero vector is reversed (`exists_reversed`).
- If $\det Q = 1$ and $d$ is odd, some nonzero vector is fixed (`exists_fixed_of_odd`).
- If $\det Q = -1$ and $d$ is even, there is a vector of each kind (`exists_fixed_and_reversed_of_even`).
- If $d = 3$ and $\det Q = 1$, there is a fixed unit vector $u$, and $Q$ maps the plane perpendicular to $u$ into itself (`euler_axis`).

The last item is the geometric core of Euler's theorem. It gives neither the angle through which the plane turns nor a bound on the trace, and it does not claim that the axis is unique; for the identity every direction serves.

For orbitals, take $d$ real orthonormal functions $\varphi_p$ and a real antisymmetric matrix $K$, and define the rotated set by $\varphi'_q = \sum_p \varphi_p\,(e^K)_{pq}$. The combination $\sum_q v_q\varphi_q$ then becomes $\sum_q v_q\varphi'_q = \sum_p (e^K v)_p\,\varphi_p$. In self-consistent-field calculations that parametrise orbital changes in this way, `orbital_rotation_fixes` says that each rotation of a finite, odd number of real orbitals leaves some nonzero combination unchanged. That combination depends on $K$, and it need not be one of the original orbitals or lie in the occupied space.

The smallest odd case is $d = 1$. The only antisymmetric $K$ is then zero, so $e^K = 1$ and the single orbital is unchanged.

Complex orbitals would call for a unitary matrix in place of an orthogonal one, and the conclusion would change. The $3 \times 3$ matrix $e^{2\pi i/3}\,1$ is unitary with determinant 1, yet it multiplies every vector by a phase different from 1 and so fixes none except zero. This is a statement about vectors, not physical states: a global phase leaves the state of an orbital unchanged, and since every unitary matrix of positive dimension has an eigenvector, some combination is always preserved up to a phase.

## Two determinant identities

For a reversed vector, orthogonality gives

$$Q^T(1+Q) = Q^T + 1 = (1+Q)^T.$$

A matrix and its transpose have the same determinant, so

$$\det Q\,\det(1+Q) = \det(1+Q).$$

With $\det Q = -1$ this reads $2\det(1+Q) = 0$. Hence $1+Q$ is singular and has a nonzero null vector $v$, for which $Qv = -v$.

For a fixed vector, the corresponding identity is

$$Q^T(1-Q) = Q^T - 1 = -(1-Q)^T.$$

The minus sign multiplies each of the $d$ rows, so it contributes $(-1)^d$ to the determinant:

$$\det Q\,\det(1-Q) = (-1)^d\det(1-Q).$$

If $\det Q = -(-1)^d$, then $2(-1)^d\det(1-Q) = 0$, so $1-Q$ is singular and its null vector satisfies $Qv = v$. The condition means $\det Q = 1$ for odd $d$ and $\det Q = -1$ for even $d$. The general lemma `exists_fixed` therefore serves both cases.

The Lean proofs follow the same route. The matrix identity is `h`, `congrArg Matrix.det h` takes determinants, `linarith` does the arithmetic, and `Matrix.exists_mulVec_eq_zero_iff` turns a zero determinant into a nonzero null vector.

## The axis and its perpendicular plane

In three dimensions, let $v$ be the fixed vector just found. Since $v \neq 0$, its length $r = \sqrt{v\cdot v}$ is nonzero, and $u = v/r$ satisfies $u\cdot u = 1$ and $Qu = u$.

Orthogonality also preserves dot products, which is the lemma `dot_preserved`:

$$(Qa)\cdot(Qb) = a\cdot(Q^TQ\,b) = a\cdot b.$$

If $u\cdot w = 0$, then

$$u\cdot(Qw) = (Qu)\cdot(Qw) = u\cdot w = 0,$$

so $Qw$ stays in the perpendicular plane. In `euler_axis` the unit vector is written `r⁻¹ • v`.

## From an antisymmetric generator to a fixed combination

Let $K^T = -K$. Transposition passes through the exponential, and $-K$ commutes with $K$, so

$$(e^K)^T e^K = e^{-K}e^K = e^0 = 1.$$

This alone allows $\det e^K = \pm 1$. The sign is settled by the half rotation $e^{K/2}$, which is orthogonal by the same argument:

$$\det e^K = (\det e^{K/2})^2 = \det\!\left((e^{K/2})^T e^{K/2}\right) = 1.$$

In `exp_antisymmetric`, the auxiliary statement `orth` is proved for every antisymmetric matrix and used for both $K$ and $K/2$. The result for odd $d$ then applies to $e^K$.

## Why the plane is different

The matrix `planeRotation θ` turns the plane by $\theta$. Write $c = \cos\theta$ and $s = \sin\theta$. Its columns are orthonormal and its determinant is $c^2 + s^2 = 1$. A fixed vector $(v_0, v_1)$ satisfies

$$(c-1)v_0 - s\,v_1 = 0, \qquad s\,v_0 + (c-1)v_1 = 0.$$

Multiplying the first equation by $c-1$ and the second by $s$, then adding, eliminates $v_1$:

$$\left((c-1)^2 + s^2\right)v_0 = (2-2c)\,v_0 = 0.$$

The multipliers $-s$ and $c-1$ give $(2-2c)\,v_1 = 0$ in the same way. When $c \neq 1$, both components vanish. The two `linear_combination` steps for `hx` and `hy` carry out these eliminations. A quarter turn is thus a rotation of determinant 1 without a fixed direction. Placing copies of it along the diagonal of a larger matrix gives an example in every positive even dimension, which is why the general statement asks for odd dimension.
